# Nested symmetrized products of Q², P, P differ by ħ²/2 when [Q, P] = iħ

Let $A\circ B=(AB+BA)/2$ and $[A,B]=AB-BA$ in an associative complex algebra with unit. Then, for all $A,B,C$,

$$(A\circ B)\circ C-A\circ(B\circ C)=\tfrac14[B,[A,C]].$$

If position $Q$ and momentum $P$ obey $[Q,P]=i\hbar$ with $\hbar$ real (physically the reduced Planck constant), then every complex polynomial $f$ satisfies

$$(f(Q)\circ P)\circ P-f(Q)\circ(P\circ P)=\tfrac{\hbar^2}{4}f''(Q),$$

and $f(Q)=Q^2$ gives $\hbar^2/2$ times the identity.

## Operators built by repeated symmetrization

A code that turns a classical term such as $q^2p^2$ into an operator by calling a two-argument symmetrizer twice has to fix the order of the calls. For Hermitian matrices both orders give Hermitian results, so a Hermiticity check does not detect a change of order.

Take a one-dimensional kinetic term $f(q)p^2$ with $f=1/(2m)$ a real polynomial that is positive on the whole line, where $m(q)$ is a position-dependent mass. Switching from $f(Q)\circ(P\circ P)$ to $(f(Q)\circ P)\circ P$ adds the potential $\hbar^2f''(Q)/4$ to the Hamiltonian. For quadratic $f$, such as $1+q^2$ in suitable units, this is a constant energy shift. For such an $f$ of higher degree it depends on position.

In a finite basis of $N\ge1$ states, the relation $[Q,P]=i\hbar$ fails for $\hbar\neq0$: the left side has trace zero and the right side has trace $i\hbar N$. The double-commutator formula still holds for the truncated matrices, up to rounding. When the nestings of $Q^2,P,P$ are formed by multiplying these truncated matrices, their difference is a commutator of matrices and has trace zero, so for $\hbar\neq0$ it cannot equal $\hbar^2/2$ times the identity.

## From four products to a second derivative

Expanding both nestings gives

$$4(A\circ B)\circ C=ABC+BAC+CAB+CBA,$$
$$4A\circ(B\circ C)=ABC+ACB+BCA+CBA.$$

The difference is $BAC+CAB-ACB-BCA$, which is $[B,[A,C]]$ written out. The nestings therefore agree exactly when $[B,[A,C]]=0$. This happens for $C=A^2$, since $A$ commutes with $A^2$; the result is the Jordan identity $(A\circ B)\circ A^2=A\circ(B\circ A^2)$.

The Pauli matrices give a small numerical instance. Take $A=B=\sigma_x$ and $C=\sigma_y$. Since $\sigma_x^2=1$ and $\sigma_x\circ\sigma_y=0$, the first nesting is $\sigma_y$ and the second is $0$. On the other side, $[\sigma_x,\sigma_y]=2i\sigma_z$ and $[\sigma_x,2i\sigma_z]=4\sigma_y$, a quarter of which is $\sigma_y$.

Now let $[Q,P]=i\hbar$. The rule $[f(Q),P]=i\hbar f'(Q)$ holds for constants, where both sides vanish, and it passes to sums. If it holds for $g$, the Leibniz rule gives

$$[g(Q)Q,P]=[g(Q),P]Q+g(Q)[Q,P]=i\hbar\,(g'(Q)Q+g(Q)),$$

which is $i\hbar$ times the derivative of $xg(x)$ evaluated at $Q$. This covers all monomials, hence all polynomials.

Setting $A=f(Q)$ and $B=C=P$,

$$\tfrac14[P,[f(Q),P]]=\tfrac{i\hbar}{4}[P,f'(Q)]=\tfrac{i\hbar}{4}(-i\hbar)f''(Q)=\tfrac{\hbar^2}{4}f''(Q).$$

The sign is easily lost at the outer commutator: $P$ now stands on the left, so $[P,f'(Q)]=-i\hbar f''(Q)$. Using the inner rule unchanged would give $-\hbar^2f''(Q)/4$.

For $f(x)=x^2$ we have $f''=2$, so the difference is $\hbar^2/2$. If the algebra is nontrivial, meaning $1\neq0$, this vanishes only for $\hbar=0$.

## The Lean file

```lean
import Mathlib

open Polynomial
open Complex (I I_sq)

namespace NestedSymmetrization

noncomputable section

variable {𝓐 : Type*} [Ring 𝓐] [Algebra ℂ 𝓐]

/-- The symmetrized product `(ab + ba)/2` of two observables. -/
def symProd (a b : 𝓐) : 𝓐 := (1 / 2 : ℂ) • (a * b + b * a)

/-- The commutator `ab - ba`. -/
def comm {R : Type*} [Ring R] (a b : R) : R := a * b - b * a

/-- The two ways of nesting the symmetrized product of three observables differ by
a quarter of a double commutator. -/
theorem symProd_associator (a b c : 𝓐) :
    symProd (symProd a b) c - symProd a (symProd b c)
      = (1 / 4 : ℂ) • comm b (comm a c) := by
  simp only [symProd, comm, smul_mul_assoc, mul_smul_comm, mul_add, add_mul,
    mul_sub, sub_mul, mul_assoc]
  module

/-- The two nestings agree exactly when the middle observable commutes with the
commutator of the outer two. -/
theorem symProd_assoc_iff (a b c : 𝓐) :
    symProd (symProd a b) c = symProd a (symProd b c) ↔ comm b (comm a c) = 0 := by
  rw [← sub_eq_zero, symProd_associator]
  constructor
  · intro h
    -- multiply by four to remove the prefactor
    have h4 := congrArg (fun x : 𝓐 => (4 : ℂ) • x) h
    simp only [smul_smul, smul_zero] at h4
    norm_num at h4
    exact h4
  · intro h
    rw [h, smul_zero]

/-- The Jordan identity: the two nestings of `a`, `b`, `a²` agree for all
observables `a` and `b`. -/
theorem jordan_identity (a b : 𝓐) :
    symProd (symProd a b) (a * a) = symProd a (symProd b (a * a)) := by
  rw [symProd_assoc_iff]
  simp [comm, mul_assoc]

/-- With `[Q, P] = iħ`, the commutator of a polynomial in position with momentum is
`iħ` times the derivative of the polynomial. -/
theorem comm_function_momentum {Q P : 𝓐} {ħ : ℝ}
    (h : comm Q P = (I * (ħ : ℂ)) • (1 : 𝓐)) (f : ℂ[X]) :
    comm (aeval Q f) P = (I * (ħ : ℂ)) • aeval Q (derivative f) := by
  induction f using Polynomial.induction_on with
  | C a =>
    simp only [comm, aeval_C, derivative_C, map_zero, smul_zero]
    exact sub_eq_zero.mpr (Algebra.commutes a P)
  | add f g hf hg =>
    simp only [map_add, smul_add]
    rw [← hf, ← hg]
    simp only [comm, add_mul, mul_add]
    abel
  | monomial n a ih =>
    have e : (C a * X ^ (n + 1) : ℂ[X]) = (C a * X ^ n) * X := by
      rw [pow_succ, mul_assoc]
    rw [e]
    generalize (C a * X ^ n : ℂ[X]) = g at ih ⊢
    -- the Leibniz rule for the commutator matches that for the derivative
    have leibniz : comm (aeval Q g * Q) P
        = comm (aeval Q g) P * Q + aeval Q g * comm Q P := by
      simp only [comm]
      noncomm_ring
    simp only [derivative_mul, derivative_X, mul_one, map_add, map_mul, aeval_X, smul_add]
    rw [leibniz, ih, h, smul_mul_assoc, mul_smul_comm, mul_one]

/-- With `[Q, P] = iħ`, the two nested symmetrizations of `f(Q)`, `P`, `P` differ by
`(ħ²/4) f''(Q)`, for every polynomial `f`. -/
theorem nested_symmetrization {Q P : 𝓐} {ħ : ℝ}
    (h : comm Q P = (I * (ħ : ℂ)) • (1 : 𝓐)) (f : ℂ[X]) :
    symProd (symProd (aeval Q f) P) P - symProd (aeval Q f) (symProd P P)
      = ((ħ : ℂ) ^ 2 / 4) • aeval Q (derivative (derivative f)) := by
  -- the inner commutator gives the first derivative
  rw [symProd_associator, comm_function_momentum h f]
  have flip : ∀ (z : ℂ) (g : 𝓐), comm P (z • g) = -(z • comm g P) := by
    intro z g
    simp only [comm, mul_smul_comm, smul_mul_assoc]
    module
  -- the outer commutator gives the second
  rw [flip, comm_function_momentum h (derivative f), smul_smul, ← neg_smul, smul_smul]
  congr 1
  linear_combination (-(ħ : ℂ) ^ 2 / 4) * I_sq

/-- With `[Q, P] = iħ`, the two nested symmetrizations of `Q²`, `P`, `P` differ by
`ħ²/2`. -/
theorem nested_symmetrization_sq {Q P : 𝓐} {ħ : ℝ}
    (h : comm Q P = (I * (ħ : ℂ)) • (1 : 𝓐)) :
    symProd (symProd (Q ^ 2) P) P - symProd (Q ^ 2) (symProd P P)
      = ((ħ : ℂ) ^ 2 / 2) • (1 : 𝓐) := by
  have d : derivative (derivative (X ^ 2 : ℂ[X])) = 1 + 1 := by
    simp only [pow_two, derivative_mul, derivative_X, one_mul, mul_one, derivative_add]
  have key := nested_symmetrization h (X ^ 2)
  rw [d] at key
  simp only [map_add, map_one, map_pow, aeval_X] at key
  rw [key]
  module

/-- In a nontrivial algebra with `[Q, P] = iħ`, the two nested symmetrizations of
`Q²`, `P`, `P` agree if and only if `ħ = 0`. -/
theorem nested_symmetrization_sq_eq_iff [Nontrivial 𝓐] {Q P : 𝓐} {ħ : ℝ}
    (h : comm Q P = (I * (ħ : ℂ)) • (1 : 𝓐)) :
    symProd (symProd (Q ^ 2) P) P = symProd (Q ^ 2) (symProd P P) ↔ ħ = 0 := by
  rw [← sub_eq_zero, nested_symmetrization_sq h, smul_eq_zero]
  simp

/-- Position as multiplication by the variable on complex polynomials. -/
def position : Module.End ℂ ℂ[X] := LinearMap.mulLeft ℂ (X : ℂ[X])

/-- Momentum as `-iħ` times the derivative on complex polynomials. -/
def momentum (ħ : ℝ) : Module.End ℂ ℂ[X] := (-(I * (ħ : ℂ))) • derivative

/-- Position and momentum on complex polynomials satisfy `[Q, P] = iħ` for every
real `ħ`. -/
theorem canonical_commutation_witness (ħ : ℝ) :
    comm position (momentum ħ) = (I * (ħ : ℂ)) • (1 : Module.End ℂ ℂ[X]) := by
  apply LinearMap.ext
  intro g
  simp only [comm, position, momentum, LinearMap.sub_apply, Module.End.mul_apply,
    LinearMap.smul_apply, LinearMap.mulLeft_apply, derivative_mul, derivative_X,
    one_mul, Module.End.one_apply, mul_smul_comm]
  module

end

end NestedSymmetrization
```

```lean
#print axioms NestedSymmetrization.jordan_identity
-- 'NestedSymmetrization.jordan_identity' depends on axioms: [propext, Classical.choice, Quot.sound]
#print axioms NestedSymmetrization.nested_symmetrization_sq
-- 'NestedSymmetrization.nested_symmetrization_sq' depends on axioms: [propext, Classical.choice, Quot.sound]
#print axioms NestedSymmetrization.nested_symmetrization_sq_eq_iff
-- 'NestedSymmetrization.nested_symmetrization_sq_eq_iff' depends on axioms: [propext, Classical.choice, Quot.sound]
```

## How the Lean statements match the physics

The type `𝓐` holds the observables. It is a ring with complex scalars, and multiplication need not commute. `symProd` is $\circ$, `comm` is the commutator, and `aeval Q f` is $f(Q)$. The hypothesis `h` is the canonical commutation relation for one position–momentum pair, with $i\hbar$ multiplying the unit of the algebra. The number `ħ` is any real number, including zero.

The relation is assumed in the theorems that carry `h` and proved in one model. There, `position` multiplies a complex polynomial by its variable and `momentum ħ` is $-i\hbar$ times the derivative. `canonical_commutation_witness` applies the product rule to obtain $[Q,P]=i\hbar$ for every real $\hbar$.

## How the proof follows the algebra

In `symProd_associator`, `simp only` expands the products and `module` collects the coefficients. `symProd_assoc_iff` multiplies by four to remove the prefactor, and `jordan_identity` applies it with $C=A^2$.

`comm_function_momentum` is the induction on polynomials, with `noncomm_ring` proving the Leibniz step. `nested_symmetrization` uses this rule twice. Between the two uses, `flip` reverses the outer commutator and supplies the minus sign; the last line uses $i^2=-1$.

`nested_symmetrization_sq` computes the second derivative of $x^2$ as `1 + 1`. `nested_symmetrization_sq_eq_iff` then reads off when the difference is zero.

## Exact algebra, polynomial functions, no operator domains

The associator identity holds for all elements of any such algebra, including square matrices of every size. The $\hbar^2$ formulas are proved here under the exact commutation relation and for polynomial $f$, so an inverse mass that is not a polynomial is not covered.

The algebra carries no inner product. The theorems therefore say nothing about self-adjointness, spectra or the domains of unbounded operators, and they do not bound truncation or rounding errors. Nor do they select one nesting as the correct quantization of $q^2p^2$; they give the difference between the two.
